# Each McWeeny step squares the bound on the idempotency error of a density matrix

Suppose an approximate one-particle density matrix has an eigenvalue $x=0.9$, where that of a Slater determinant has only the eigenvalues 0 and 1. Such an eigenvalue is the occupation of a natural spin orbital, and "occupation" has this meaning throughout. McWeeny's step replaces $x$ by $3x^2-2x^3=0.972$. Measure the distance from idempotency by $4(x-x^2)$, which vanishes at 0 and 1 and equals 1 at an occupation of $1/2$. It falls from $0.36$ to $0.108864$, which is below $0.36^2=0.1296$. The shortfall is itself a square: the occupation moved by $0.072$, and $4\cdot 0.072^2=0.020736=0.1296-0.108864$.

The same bookkeeping works for a whole matrix with occupations between 0 and 1. It gives a lower bound on the number of McWeeny steps needed to reach a given positive error and, if no occupation equals $1/2$, an upper bound as well. Such iterations are used in electronic structure to obtain density matrices without diagonalisation. The bounds below apply to finite matrices in an orthonormal spin-orbital basis, with every product formed exactly. A sparse code truncates its products, and passing from these bounds to such a code needs a separate estimate of the truncation error.

## Occupations, steps and errors

The finite type `n` labels the spin orbitals, and matrices have complex entries.

```lean
import Mathlib

open Matrix
open scoped ComplexOrder

namespace McWeenyIterationCount

variable {n : Type*} [Fintype n] [DecidableEq n]
```

For a matrix or a number $X$, the step is $P(X)=3X^2-2X^3$. It is defined in any ring, so one formula serves both.

```lean
/-- One McWeeny purification step, `X ↦ 3X² - 2X³`, for a matrix or a single occupation number. -/
def mcWeeny {R : Type*} [Ring R] (X : R) : R := 3 * X ^ 2 - 2 * X ^ 3
```

The error is $E(X)=4(X-X^2)$. The factor 4 sets its largest value on $[0,1]$ to 1.

```lean
/-- The idempotency error `4(X - X²)`. -/
def idemError {R : Type*} [Ring R] (X : R) : R := 4 * (X - X ^ 2)
```

Call $A$ positive, and write $A\ge 0$, when $A$ is positive semidefinite, which in Lean's `PosSemidef` includes being Hermitian. A density matrix here satisfies $X\ge0$ and $1-X\ge0$: occupations lie between 0 and 1, as the Pauli principle requires. Unlike the density matrix of statistical mechanics, it need not have trace one; its trace is the electron number, which is left free.

```lean
/-- A one-particle density matrix: both `X` and `1 - X` are positive semidefinite. -/
def IsDensity (X : Matrix n n ℂ) : Prop := X.PosSemidef ∧ (1 - X).PosSemidef
```

An error of at most $q$ means $q\,1-E(X)\ge0$, that is, every eigenvalue of $E(X)$ is at most $q$. This bound is one-sided. An occupation of $-0.4$ has negative error and so satisfies it with $q=0$, yet one step takes it to $0.608$, with error about $0.95$. The squaring theorem therefore needs some restriction on the occupations besides the error bound.

```lean
/-- The idempotency error of `X` is at most `q` as an operator: `q 1 - 4(X - X²)` is positive
semidefinite. -/
def ErrorAtMost (X : Matrix n n ℂ) (q : ℝ) : Prop :=
  ((q : ℂ) • (1 : Matrix n n ℂ) - idemError X).PosSemidef
```

## The error after one step

Expanding $X-P(X)=X-3X^2+2X^3$ and squaring gives

$$4(X-P(X))^2=4X^2-24X^3+52X^4-48X^5+16X^6 .$$

Subtracting this from $E(X)^2=16X^2-32X^3+16X^4$ leaves

$$12X^2-8X^3-36X^4+48X^5-16X^6=4\bigl(P(X)-P(X)^2\bigr).$$

Hence $E(P(X))=E(X)^2-4(X-P(X))^2$. Only powers of one $X$ occur, so the identity holds in any ring, and `noncomm_ring` carries out the expansion.

```lean
/-- The error after a McWeeny step is the square of the old error, minus four times the square
of the change made by the step. -/
theorem idemError_mcWeeny {R : Type*} [Ring R] (X : R) :
    idemError (mcWeeny X) = idemError X ^ 2 - 4 * (X - mcWeeny X) ^ 2 := by
  unfold idemError mcWeeny
  noncomm_ring
```

## Positivity from sandwiches

If $A\ge0$ and $B$ is Hermitian, then $v^\dagger BABv=(Bv)^\dagger A(Bv)\ge0$ for every vector $v$, so $BAB\ge0$. The positivity arguments for matrices below are built from this fact.

```lean
omit [DecidableEq n] in
/-- A positive semidefinite matrix stays so when multiplied on both sides by the same
Hermitian matrix. -/
theorem sandwich {A B : Matrix n n ℂ} (hA : A.PosSemidef) (hB : B.IsHermitian) :
    (B * A * B).PosSemidef := by
  have h := hA.conjTranspose_mul_mul_same B
  rwa [hB.eq] at h
```

A step keeps occupations between 0 and 1, because

$$P(X)=X\,1\,X+2X(1-X)X,$$
$$1-P(X)=(1-X)\,1\,(1-X)+2(1-X)X(1-X).$$

Every term on the right is a sandwich of a positive matrix. The proof writes each doubled term as a sum of two copies.

```lean
/-- A McWeeny step turns a density matrix into a density matrix. -/
theorem IsDensity.step {X : Matrix n n ℂ} (h : IsDensity X) : IsDensity (mcWeeny X) := by
  obtain ⟨h0, h1⟩ := h
  have a := sandwich h1 h0.isHermitian
  have b := sandwich h0 h1.isHermitian
  constructor
  · have e : mcWeeny X = X * 1 * X + (X * (1 - X) * X + X * (1 - X) * X) := by
      unfold mcWeeny
      noncomm_ring
    rw [e]
    exact (sandwich Matrix.PosSemidef.one h0.isHermitian).add (a.add a)
  · have e : 1 - mcWeeny X = (1 - X) * 1 * (1 - X)
        + ((1 - X) * X * (1 - X) + (1 - X) * X * (1 - X)) := by
      unfold mcWeeny
      noncomm_ring
    rw [e]
    exact (sandwich Matrix.PosSemidef.one h1.isHermitian).add (b.add b)
```

The error of a density matrix is positive for the same reason:

$$X-X^2=X(1-X)X+(1-X)X(1-X),$$

and $E(X)$ is four copies of this.

```lean
/-- The idempotency error of a density matrix is positive semidefinite. -/
theorem IsDensity.error_nonneg {X : Matrix n n ℂ} (h : IsDensity X) :
    (idemError X).PosSemidef := by
  have g := (sandwich h.2 h.1.isHermitian).add (sandwich h.1 h.2.isHermitian)
  have e : idemError X = (X * (1 - X) * X + (1 - X) * X * (1 - X)
      + (X * (1 - X) * X + (1 - X) * X * (1 - X))) + (X * (1 - X) * X + (1 - X) * X * (1 - X)
      + (X * (1 - X) * X + (1 - X) * X * (1 - X))) := by
    unfold idemError
    noncomm_ring
  rw [e]
  exact (g.add g).add (g.add g)
```

## Squaring an operator bound

Now let $D\ge0$ and $q\,1-D\ge0$. The aim is $q^2 1-D^2\ge0$. For numbers one would simply square the inequality, but for matrices $0\le A\le B$ does not in general give $A^2\le B^2$. With

$$A=\begin{pmatrix}1&1\\1&1\end{pmatrix},\qquad B=\begin{pmatrix}2&1\\1&1\end{pmatrix},\qquad B^2-A^2=\begin{pmatrix}3&1\\1&0\end{pmatrix},$$

the difference $B-A$ is positive semidefinite, while $B^2-A^2$ has determinant $-1$. Squaring works here because the upper bound is a multiple of the identity and commutes with $D$. For $q>0$,

$$q^2 1-D^2=q(q\,1-D)+(qD-D^2),$$
$$qD-D^2=\frac1q\Bigl[D(q\,1-D)D+(q\,1-D)D(q\,1-D)\Bigr],$$

and both parts are positive.

No sign of $q$ is assumed. If there is at least one orbital, $q\,1=(q\,1-D)+D\ge0$ has diagonal entries $q$, so $q\ge0$. If $q=0$, both $D$ and $-D$ are positive, so $D$ has trace zero and vanishes. With no orbitals all matrices are equal and the claim is immediate. The proof treats these cases first and then uses the two displayed identities.

```lean
/-- If `D` and `q 1 - D` are positive semidefinite, then so is `q² 1 - D²`. -/
theorem square_bound {D : Matrix n n ℂ} {q : ℝ} (hD : D.PosSemidef)
    (hq : ((q : ℂ) • (1 : Matrix n n ℂ) - D).PosSemidef) :
    (((q ^ 2 : ℝ) : ℂ) • (1 : Matrix n n ℂ) - D ^ 2).PosSemidef := by
  rcases isEmpty_or_nonempty n with hn | ⟨⟨i⟩⟩
  · have e : ((q ^ 2 : ℝ) : ℂ) • (1 : Matrix n n ℂ) - D ^ 2 = (q : ℂ) • 1 - D := by
      ext i j
      exact isEmptyElim i
    rwa [e]
  -- the two bounds force `q` to be nonnegative
  have h1 : ((q : ℂ) • (1 : Matrix n n ℂ)).PosSemidef := by
    simpa only [sub_add_cancel] using hq.add hD
  have h2 := h1.diag_nonneg (i := i)
  have q0 : 0 ≤ q := by simpa using h2
  rcases q0.eq_or_lt with rfl | hpos
  · -- for `q = 0` the trace shows that `D` vanishes
    have hneg : (-D).PosSemidef := by simpa using hq
    have ht : D.trace = 0 := le_antisymm
      (neg_nonneg.mp (by simpa only [Matrix.trace_neg] using hneg.trace_nonneg)) hD.trace_nonneg
    have hz : D = 0 := hD.trace_eq_zero_iff.mp ht
    have e : (((0 : ℝ) ^ 2 : ℝ) : ℂ) • (1 : Matrix n n ℂ) - D ^ 2 = 0 := by simp [hz]
    rw [e]
    exact Matrix.PosSemidef.zero
  · have hc : (q : ℂ) ≠ 0 := by exact_mod_cast hpos.ne'
    have c0 : (0 : ℂ) ≤ (q : ℂ) := by exact_mod_cast q0
    have ci : (0 : ℂ) ≤ ((q⁻¹ : ℝ) : ℂ) := by exact_mod_cast (inv_pos.mpr hpos).le
    have h := (hq.smul c0).add
      (((sandwich hq hD.isHermitian).add (sandwich hD hq.isHermitian)).smul ci)
    -- the two sandwiches add up to `q (q D - D²)`
    have key : D * ((q : ℂ) • 1 - D) * D + ((q : ℂ) • 1 - D) * D * ((q : ℂ) • 1 - D)
        = (q : ℂ) • ((q : ℂ) • D - D * D) := by
      simp only [sub_mul, mul_sub, smul_mul_assoc, mul_smul_comm, one_mul, mul_one, mul_assoc]
      module
    rw [key, Complex.ofReal_inv, smul_smul, inv_mul_cancel₀ hc, one_smul] at h
    have e : ((q ^ 2 : ℝ) : ℂ) • (1 : Matrix n n ℂ) - D ^ 2
        = (q : ℂ) • ((q : ℂ) • 1 - D) + ((q : ℂ) • D - D * D) := by
      rw [pow_two D, Complex.ofReal_pow]
      module
    rwa [e]
```

## From one step to $k$ steps

Put $D=E(X)$. The identity for the error gives

$$q^2 1-E(P(X))=\bigl(q^2 1-D^2\bigr)+4(X-P(X))^2 .$$

The first term is positive by the squared bound. The second is the square of the Hermitian matrix $2(X-P(X))$, entered in Lean as a sandwich of the identity.

```lean
/-- One McWeeny step on a density matrix squares the bound on the idempotency error. -/
theorem error_step {X : Matrix n n ℂ} {q : ℝ} (h : IsDensity X) (hq : ErrorAtMost X q) :
    ErrorAtMost (mcWeeny X) (q ^ 2) := by
  have hA := h.1.isHermitian.sub h.step.1.isHermitian
  have hs := (square_bound h.error_nonneg hq).add
    (sandwich Matrix.PosSemidef.one (hA.add hA))
  have h4 : (X - mcWeeny X + (X - mcWeeny X)) * 1 * (X - mcWeeny X + (X - mcWeeny X))
      = 4 * (X - mcWeeny X) ^ 2 := by noncomm_ring
  rw [h4, sub_add, ← idemError_mcWeeny] at hs
  exact hs
```

For $0<q<1$ a similar argument gives a sharper bound, offered here as an unformalised aside. Rewriting the identity as $E(P(X))=\tfrac34D^2+\tfrac14D^3$, and using $D^3\le qD^2\le q^3 1$, one finds $E(P(X))\le\tfrac14(3q^2+q^3)\,1$.

Write $X_k$ for the matrix after $k$ steps from $X_0=\gamma$; in Lean this is `mcWeeny^[k] γ`, where the bracketed exponent means repeated application and not a power. If $X_k$ is a density matrix with $E(X_k)\le q^{2^k}1$, then one more step gives a density matrix with

$$E(X_{k+1})\le\bigl(q^{2^k}\bigr)^2 1=q^{2^{k+1}}1 .$$

The case $k=0$ is the hypothesis on $\gamma$. The induction carries both properties, since each step needs the occupation bounds as well as the error bound.

```lean
/-- If a density matrix has idempotency error at most `q`, then after `k` McWeeny steps the
error is at most `q^(2^k)`. -/
theorem error_after_steps {γ : Matrix n n ℂ} {q : ℝ} (h : IsDensity γ)
    (hq : ErrorAtMost γ q) (k : ℕ) : ErrorAtMost (mcWeeny^[k] γ) (q ^ (2 ^ k)) := by
  have both : IsDensity (mcWeeny^[k] γ) ∧ ErrorAtMost (mcWeeny^[k] γ) (q ^ (2 ^ k)) := by
    induction k with
    | zero => simpa using And.intro h hq
    | succ k ih =>
      rw [Function.iterate_succ_apply', pow_succ 2 k, pow_mul]
      exact ⟨ih.1.step, error_step ih.1 ih.2⟩
  exact both.2
```

For $0\le q<1$ the bound tends to zero. At $q=1$ it stays at 1, as it must for an occupation of $1/2$, which the step leaves fixed. The theorem bounds the distance from idempotency; it does not say which projector is approached or that the electron number is preserved.

## How many steps are enough

Write the initial bound as $q=e^{-a}$ and the target as $e^{-b}$, with $a$ and $b$ real. If $b\le2^k a$, then

$$q^{2^k}=e^{-2^k a}\le e^{-b},$$

so $k$ steps suffice. For $a,b>0$ the condition reads $k\ge\log_2(b/a)$. The proof adds the positive matrix $(e^{-b}-e^{-2^k a})\,1$ to the bound already obtained.

```lean
/-- Iteration count: if a density matrix has error at most `e^(-a)` and `b ≤ 2^k a`, then
`k` McWeeny steps bring the error down to at most `e^(-b)`. -/
theorem steps_sufficient {γ : Matrix n n ℂ} {a b : ℝ} {k : ℕ} (h : IsDensity γ)
    (ha : ErrorAtMost γ (Real.exp (-a))) (hk : b ≤ 2 ^ k * a) :
    ErrorAtMost (mcWeeny^[k] γ) (Real.exp (-b)) := by
  have h1 := error_after_steps h ha k
  have hle : Real.exp (-a) ^ (2 ^ k) ≤ Real.exp (-b) := by
    rw [← Real.exp_nat_mul]
    apply Real.exp_le_exp.mpr
    push_cast
    linarith
  have hc : (0 : ℂ) ≤ ((Real.exp (-b) - Real.exp (-a) ^ (2 ^ k) : ℝ) : ℂ) := by
    exact_mod_cast sub_nonneg.mpr hle
  have h2 := ((Matrix.PosSemidef.one (n := n) (R := ℂ)).smul hc).add h1
  rw [Complex.ofReal_sub, sub_smul, sub_add_sub_cancel] at h2
  exact h2
```

## How many steps are unavoidable

Let $\gamma v=xv$ with $v\neq0$ and $0\le x\le1$, and let $x_m$ be the occupation after $m$ steps from $x_0=x$. The vector $v$ stays an eigenvector, $X_m v=x_m v$, and $x_m$ stays in $[0,1]$ because

$$P(y)=y^2\bigl(1+2(1-y)\bigr),\qquad 1-P(y)=(1-y)^2(1+2y).$$

For numbers the error identity becomes

$$\tfrac34E(x_{m+1})=\bigl(\tfrac34E(x_m)\bigr)^2+\tfrac3{16}E(x_m)^3\ge\bigl(\tfrac34E(x_m)\bigr)^2,$$

so by induction $\bigl(\tfrac34E(x)\bigr)^{2^k}\le\tfrac34E(x_k)$. If the matrix error after $k$ steps is at most $\varepsilon$, its normalised expectation value in $v$ gives

$$0\le\frac{v^\dagger(\varepsilon\,1-E(X_k))v}{v^\dagger v}=\varepsilon-E(x_k).$$

Together these yield $\bigl(\tfrac34E(x)\bigr)^{2^k}\le\tfrac34\varepsilon$.

In the proof, `track` is the induction on $m$, and `hE` evaluates $\varepsilon\,1-E(X_k)$ on $v$. Lean keeps $v$ unnormalised and uses $v^\dagger v>0$ at the end. The theorem asks for one eigenvector with occupation in $[0,1]$, not for all of $\gamma$ to be a density matrix.

```lean
/-- Converse count: if `γ` has an eigenvector with occupation `x` in `[0,1]` and the error after
`k` McWeeny steps is at most `ε`, then `(3/4 · 4(x - x²))^(2^k) ≤ 3/4 · ε`. -/
theorem steps_necessary {γ : Matrix n n ℂ} {v : n → ℂ} {x ε : ℝ} {k : ℕ} (hv : v ≠ 0)
    (hx : γ *ᵥ v = (x : ℂ) • v) (x0 : 0 ≤ x) (x1 : x ≤ 1)
    (hε : ErrorAtMost (mcWeeny^[k] γ) ε) :
    (3 / 4 * idemError x) ^ (2 ^ k) ≤ 3 / 4 * ε := by
  -- follow the eigenvector and its occupation through the iteration
  have track : ∀ m : ℕ, (mcWeeny^[m] γ) *ᵥ v = ((mcWeeny^[m] x : ℝ) : ℂ) • v ∧
      0 ≤ mcWeeny^[m] x ∧ mcWeeny^[m] x ≤ 1 ∧
      (3 / 4 * idemError x) ^ (2 ^ m) ≤ 3 / 4 * idemError (mcWeeny^[m] x) := by
    intro m
    induction m with
    | zero => exact ⟨hx, x0, x1, by simp⟩
    | succ m ih =>
      simp only [Function.iterate_succ_apply']
      generalize mcWeeny^[m] γ = Y at ih ⊢
      generalize mcWeeny^[m] x = y at ih ⊢
      obtain ⟨hy, y0, y1, hb⟩ := ih
      have z1 : 0 ≤ 1 - y := sub_nonneg.mpr y1
      refine ⟨?_, ?_, ?_, ?_⟩
      · have e : mcWeeny Y = Y * Y + Y * Y + Y * Y - (Y * (Y * Y) + Y * (Y * Y)) := by
          unfold mcWeeny
          noncomm_ring
        rw [e]
        simp only [Matrix.sub_mulVec, Matrix.add_mulVec, ← Matrix.mulVec_mulVec,
          Matrix.mulVec_smul, hy, mcWeeny]
        push_cast
        module
      · have e : mcWeeny y = y ^ 2 * (1 + 2 * (1 - y)) := by unfold mcWeeny; ring
        rw [e]
        positivity
      · have e : 1 - mcWeeny y = (1 - y) ^ 2 * (1 + 2 * y) := by unfold mcWeeny; ring
        have p : 0 ≤ (1 - y) ^ 2 * (1 + 2 * y) := by positivity
        linarith
      · have d0 : 0 ≤ idemError x := by unfold idemError; nlinarith
        have dy : 0 ≤ idemError y := by unfold idemError; nlinarith
        have e : 3 / 4 * idemError (mcWeeny y)
            = (3 / 4 * idemError y) ^ 2 + 3 / 16 * idemError y ^ 3 := by
          unfold idemError mcWeeny
          ring
        have hsq := pow_le_pow_left₀ (by positivity) hb 2
        have p : 0 ≤ 3 / 16 * idemError y ^ 3 := by positivity
        rw [pow_succ 2 m, pow_mul, e]
        linarith
  obtain ⟨hy, -, -, hb⟩ := track k
  unfold ErrorAtMost at hε
  generalize mcWeeny^[k] γ = Y at hy hε
  generalize mcWeeny^[k] x = y at hy hb
  -- the expectation value in `v` compares the error of this occupation with `ε`
  have hE : ((ε : ℂ) • (1 : Matrix n n ℂ) - idemError Y) *ᵥ v
      = ((ε - idemError y : ℝ) : ℂ) • v := by
    have e : idemError Y = (Y - Y * Y) + (Y - Y * Y) + ((Y - Y * Y) + (Y - Y * Y)) := by
      unfold idemError
      noncomm_ring
    rw [e]
    simp only [Matrix.sub_mulVec, Matrix.add_mulVec, ← Matrix.mulVec_mulVec, Matrix.smul_mulVec,
      Matrix.one_mulVec, Matrix.mulVec_smul, hy, idemError]
    push_cast
    module
  have h := hε.dotProduct_mulVec_nonneg v
  rw [hE, dotProduct_smul, smul_eq_mul] at h
  have hpos : 0 < star v ⬝ᵥ v := lt_of_le_of_ne (dotProduct_star_self_nonneg v)
    (fun h0 => hv (dotProduct_star_self_eq_zero.mp h0.symm))
  have hr := (Complex.lt_def.mp hpos).1
  have hm := (Complex.le_def.mp h).1
  rw [Complex.re_ofReal_mul] at hm
  simp only [Complex.zero_re] at hr hm
  have hle : 0 ≤ ε - idemError y := le_of_not_gt fun hlt => by
    have := mul_neg_of_neg_of_pos hlt hr
    linarith
  linarith

end McWeenyIterationCount
```

The two counts differ by the factors $\tfrac34$, and they can still agree on the integer $k$. Take a density matrix whose occupations all lie within $0.1$ of 0 or 1, with one equal to $0.9$, and ask for an error of at most $10^{-10}$. The sufficient condition is $2^k\ge22.5$ and the necessary one is $2^k\ge17.8$, with the thresholds rounded, so five steps are enough and four are not. At an occupation of exactly $1/2$ the counts part: the error stays at 1 for ever, yet the necessary condition is met once $k$ is large, so meeting it does not guarantee the target.

```lean
#print axioms McWeenyIterationCount.error_step
-- 'McWeenyIterationCount.error_step' depends on axioms: [propext, Classical.choice, Quot.sound]
#print axioms McWeenyIterationCount.steps_sufficient
-- 'McWeenyIterationCount.steps_sufficient' depends on axioms: [propext, Classical.choice, Quot.sound]
#print axioms McWeenyIterationCount.steps_necessary
-- 'McWeenyIterationCount.steps_necessary' depends on axioms: [propext, Classical.choice, Quot.sound]
```
